# Energy and variance have different minimisers in a trial space of diag(0, 2, 5)

## Choosing what to minimise

Before a trial wavefunction is optimised, a cost function has to be chosen, and both the energy and its variance are candidates. If the trial space contains the exact ground state, that state minimises both, although any other eigenstate in the space also has zero variance. If the ground state is missing, the two cost functions may have no minimiser in common, as happens here for a three-level Hamiltonian and a two-dimensional linear trial space.

Take $H=\mathrm{diag}(0,2,5)$ and let $U$ be the complex span of

$$e=(0,1,0),\qquad y=(2,0,1)/\sqrt5 .$$

The ground state $(1,0,0)$ is not in $U$, but the first excited state $e$ is. Among unit vectors of $U$, the energy is minimised exactly at the phase multiples of $y$, with energy 1 and variance 4. The variance is minimised exactly at the phase multiples of $e$, with energy 2 and variance 0. Minimising the variance therefore selects an excited state, although $U$ contains a state of lower energy.

## Two weights determine both quantities

Let $H$ be any Hermitian matrix with $He=\varepsilon e$, and let $e,y$ be orthonormal. Write $m$ and $v$ for the energy and variance of $y$. A vector $x=ae+by$ is normalised when $|a|^2+|b|^2=1$.

The cross terms vanish, because $e^\dagger Hy=(He)^\dagger y=\varepsilon\,e^\dagger y=0$, and $y^\dagger He=\varepsilon\,y^\dagger e=0$. Hence

$$\langle H\rangle=|a|^2\varepsilon+|b|^2m=\varepsilon-|b|^2(\varepsilon-m).$$

Since $H^2e=\varepsilon^2e$, the same argument applies to $H^2$. With $\langle H^2\rangle_y=v+m^2$,

$$\begin{aligned}
\mathrm{Var}(x)&=|a|^2\varepsilon^2+|b|^2(v+m^2)-(|a|^2\varepsilon+|b|^2m)^2\\
&=|b|^2\bigl(v+|a|^2(\varepsilon-m)^2\bigr),
\end{aligned}$$

where the last step uses $1-|a|^2=|b|^2$ and $1-|b|^2=|a|^2$.

If $m<\varepsilon$, the energy is smallest exactly when $|b|=1$, so $a=0$ and $x=by$. If $v>0$, the bracket in the variance is positive, so the variance is smallest exactly when $b=0$, and $x=ae$ with $|a|=1$.

In the example, $m=(4\cdot0+1\cdot5)/5=1$ and $\langle H^2\rangle_y=25/5=5$, so $v=5-1=4$. With $\varepsilon=2$, both conditions hold.

## How the statement is expressed

States are functions `n → ℂ` on a finite index type, and observables are complex matrices. `expectation` is the real part of $x^\dagger Ax$; `variance` is $\langle H^2\rangle-\langle H\rangle^2$. Neither divides by the norm, so they have their physical meaning on normalised vectors, which `IsTrial` requires. `Minimises` means a global minimum over all unit vectors of the trial space.

`TrialPair` collects the assumptions on $H$, $e$ and $y$. The two general theorems on minimisers add one condition each: `expectation H y < ε` says that $y$ lies below the eigenstate in energy, and `0 < variance H y` says that $y$ is not itself an eigenstate. For the explicit model, all of these are proved. Nonlinear parameters, local minima and sampling noise are not modelled.

An alternative model would use Rayleigh quotients on all nonzero vectors, dividing each expectation value by $x^\dagger x$. The minimal values would stay the same, but the minimisers would be all nonzero multiples of $y$ or $e$, that is $cy$ or $ce$ with any complex $c\neq0$ instead of $|c|=1$.

## The complete file

In Lean 4 with Mathlib:

```lean
import Mathlib

open Matrix

namespace EnergyVarianceMinimisers

noncomputable section

variable {n : Type*} [Fintype n]

/-- The real part of `x† A x`, the expectation value of `A` in a normalised state `x`. -/
def expectation (A : Matrix n n ℂ) (x : n → ℂ) : ℝ := (star x ⬝ᵥ A *ᵥ x).re

/-- The energy variance `⟨H²⟩ - ⟨H⟩²`. -/
def variance (H : Matrix n n ℂ) (x : n → ℂ) : ℝ :=
  expectation (H * H) x - expectation H x ^ 2

/-- A normalised vector of the trial space `U`. -/
def IsTrial (U : Submodule ℂ (n → ℂ)) (x : n → ℂ) : Prop :=
  x ∈ U ∧ star x ⬝ᵥ x = 1

/-- The trial state `x` minimises `f` among all normalised vectors of `U`. -/
def Minimises (f : (n → ℂ) → ℝ) (U : Submodule ℂ (n → ℂ)) (x : n → ℂ) : Prop :=
  IsTrial U x ∧ ∀ z, IsTrial U z → f x ≤ f z

/-- A Hermitian `H` with a normalised eigenvector `e` of energy `ε`, and a normalised
vector `y` orthogonal to `e`. -/
structure TrialPair (H : Matrix n n ℂ) (ε : ℝ) (e y : n → ℂ) : Prop where
  herm : H.IsHermitian
  eig : H *ᵥ e = (ε : ℂ) • e
  unit_e : star e ⬝ᵥ e = 1
  unit_y : star y ⬝ᵥ y = 1
  orth : star e ⬝ᵥ y = 0

/-- For a Hermitian `A`, in a superposition of a normalised eigenvector `e` of `A` and a vector `y`
orthogonal to it, the quadratic form of `A` has no interference term. -/
theorem no_interference {A : Matrix n n ℂ} {l : ℝ} {e y : n → ℂ}
    (hA : A.IsHermitian) (he : A *ᵥ e = (l : ℂ) • e)
    (hee : star e ⬝ᵥ e = 1) (hey : star e ⬝ᵥ y = 0) (a b : ℂ) :
    star (a • e + b • y) ⬝ᵥ A *ᵥ (a • e + b • y) =
      ((‖a‖ ^ 2 : ℝ) : ℂ) * l + ((‖b‖ ^ 2 : ℝ) : ℂ) * (star y ⬝ᵥ A *ᵥ y) := by
  -- Hermiticity lets `A` act to the left on `e`.
  have hl : star e ᵥ* A = (l : ℂ) • star e := by
    have h := Matrix.star_mulVec A e
    rw [he, hA.eq] at h
    rw [← h]
    simp [star_smul]
  have hAy : star e ⬝ᵥ A *ᵥ y = 0 := by
    rw [Matrix.dotProduct_mulVec, hl, smul_dotProduct, hey, smul_zero]
  have hye : star y ⬝ᵥ e = 0 := by
    rw [Matrix.star_dotProduct, hey, star_zero]
  rw [← Complex.normSq_eq_norm_sq, ← Complex.normSq_eq_norm_sq,
    Matrix.mulVec_add, Matrix.mulVec_smul, Matrix.mulVec_smul, he,
    star_add, star_smul, star_smul]
  simp only [add_dotProduct, dotProduct_add, smul_dotProduct, dotProduct_smul,
    smul_eq_mul, hee, hye, hAy, Complex.normSq_eq_conj_mul_self, Complex.star_def]
  ring

/-- A superposition of the two orthonormal vectors is normalised exactly when its
weights add up to one. -/
theorem TrialPair.unit_iff {H : Matrix n n ℂ} {ε : ℝ} {e y : n → ℂ}
    (h : TrialPair H ε e y) (a b : ℂ) :
    star (a • e + b • y) ⬝ᵥ (a • e + b • y) = 1 ↔ ‖a‖ ^ 2 + ‖b‖ ^ 2 = 1 := by
  classical
  have h1 := no_interference (A := (1 : Matrix n n ℂ)) (l := 1)
    Matrix.isHermitian_one (by simp) h.unit_e h.orth a b
  simp only [Matrix.one_mulVec, h.unit_y, Complex.ofReal_one, mul_one] at h1
  rw [h1, ← Complex.ofReal_add, Complex.ofReal_eq_one]

/-- The energy of a normalised superposition is `ε` lowered by the weight of `y` times
the energy difference. -/
theorem TrialPair.energy_eq {H : Matrix n n ℂ} {ε : ℝ} {e y : n → ℂ}
    (h : TrialPair H ε e y) {a b : ℂ} (hab : ‖a‖ ^ 2 + ‖b‖ ^ 2 = 1) :
    expectation H (a • e + b • y) = ε - ‖b‖ ^ 2 * (ε - expectation H y) := by
  have ha : ‖a‖ ^ 2 = 1 - ‖b‖ ^ 2 := by linarith
  unfold expectation
  rw [no_interference h.herm h.eig h.unit_e h.orth, Complex.add_re,
    Complex.re_ofReal_mul, Complex.re_ofReal_mul, Complex.ofReal_re, ha]
  ring

/-- The variance of a normalised superposition combines the variance of `y` with the
spread between the two energies. -/
theorem TrialPair.variance_eq {H : Matrix n n ℂ} {ε : ℝ} {e y : n → ℂ}
    (h : TrialPair H ε e y) {a b : ℂ} (hab : ‖a‖ ^ 2 + ‖b‖ ^ 2 = 1) :
    variance H (a • e + b • y) =
      ‖b‖ ^ 2 * (variance H y + ‖a‖ ^ 2 * (ε - expectation H y) ^ 2) := by
  have ha : ‖a‖ ^ 2 = 1 - ‖b‖ ^ 2 := by linarith
  have hH : (H * H).IsHermitian := by
    change (H * H)ᴴ = H * H
    rw [Matrix.conjTranspose_mul, h.herm.eq]
  have he : (H * H) *ᵥ e = ((ε ^ 2 : ℝ) : ℂ) • e := by
    rw [← Matrix.mulVec_mulVec, h.eig, Matrix.mulVec_smul, h.eig, smul_smul,
      Complex.ofReal_pow, sq]
  unfold variance
  rw [h.energy_eq hab]
  unfold expectation
  rw [no_interference hH he h.unit_e h.orth, Complex.add_re,
    Complex.re_ofReal_mul, Complex.re_ofReal_mul, Complex.ofReal_re, ha]
  ring

/-- If `y` has lower energy than the eigenvector `e`, the energy minimisers in their span
are exactly the phase multiples of `y`. -/
theorem TrialPair.energy_minimisers {H : Matrix n n ℂ} {ε : ℝ} {e y : n → ℂ}
    (h : TrialPair H ε e y) (hgap : expectation H y < ε) (x : n → ℂ) :
    Minimises (expectation H) (Submodule.span ℂ {e, y}) x ↔
      ∃ c : ℂ, ‖c‖ = 1 ∧ x = c • y := by
  have hg := sub_pos.2 hgap
  constructor
  · rintro ⟨⟨hx, hu⟩, hmin⟩
    obtain ⟨a, b, rfl⟩ := Submodule.mem_span_pair.1 hx
    have hab := (h.unit_iff a b).1 hu
    have hy := hmin y ⟨Submodule.subset_span (by simp), h.unit_y⟩
    have hb : ‖b‖ ^ 2 = 1 - ‖a‖ ^ 2 := by linarith
    rw [h.energy_eq hab, hb] at hy
    -- Any weight on `e` would raise the energy above that of `y`.
    have ha : ‖a‖ ^ 2 = 0 := by
      refine le_antisymm ?_ (sq_nonneg _)
      by_contra hn
      nlinarith [mul_pos (not_le.1 hn) hg]
    have ha0 : a = 0 := norm_eq_zero.1 (pow_eq_zero_iff two_ne_zero |>.1 ha)
    have hb1 : ‖b‖ ^ 2 = 1 := by linarith
    refine ⟨b, ?_, by simp [ha0]⟩
    rw [← Real.sqrt_sq (norm_nonneg b), hb1, Real.sqrt_one]
  · rintro ⟨c, hc, rfl⟩
    have hx : c • y = (0 : ℂ) • e + c • y := by simp
    have h0 : ‖(0 : ℂ)‖ ^ 2 + ‖c‖ ^ 2 = 1 := by simp [hc]
    rw [hx]
    refine ⟨⟨Submodule.mem_span_pair.2 ⟨0, c, rfl⟩, (h.unit_iff 0 c).2 h0⟩, ?_⟩
    rintro z ⟨hz, hu⟩
    obtain ⟨a, b, rfl⟩ := Submodule.mem_span_pair.1 hz
    have hab := (h.unit_iff a b).1 hu
    have hb : ‖b‖ ^ 2 = 1 - ‖a‖ ^ 2 := by linarith
    rw [h.energy_eq h0, h.energy_eq hab, hc, hb]
    nlinarith [mul_nonneg (sq_nonneg ‖a‖) hg.le]

/-- If `y` has positive variance, the variance minimisers in the span of `e` and `y`
are exactly the phase multiples of the eigenvector `e`. -/
theorem TrialPair.variance_minimisers {H : Matrix n n ℂ} {ε : ℝ} {e y : n → ℂ}
    (h : TrialPair H ε e y) (hv : 0 < variance H y) (x : n → ℂ) :
    Minimises (variance H) (Submodule.span ℂ {e, y}) x ↔
      ∃ c : ℂ, ‖c‖ = 1 ∧ x = c • e := by
  have hpos (a : ℂ) : 0 < variance H y + ‖a‖ ^ 2 * (ε - expectation H y) ^ 2 :=
    add_pos_of_pos_of_nonneg hv (by positivity)
  constructor
  · rintro ⟨⟨hx, hu⟩, hmin⟩
    obtain ⟨a, b, rfl⟩ := Submodule.mem_span_pair.1 hx
    have hab := (h.unit_iff a b).1 hu
    have h1 : ‖(1 : ℂ)‖ ^ 2 + ‖(0 : ℂ)‖ ^ 2 = 1 := by simp
    -- Compare with `e`, whose variance vanishes.
    have he := hmin ((1 : ℂ) • e + (0 : ℂ) • y)
      ⟨Submodule.mem_span_pair.2 ⟨1, 0, rfl⟩, (h.unit_iff 1 0).2 h1⟩
    have hz : variance H ((1 : ℂ) • e + (0 : ℂ) • y) = 0 := by
      rw [h.variance_eq h1, norm_zero]
      ring
    rw [hz, h.variance_eq hab] at he
    have hb : ‖b‖ ^ 2 = 0 := by
      refine le_antisymm ?_ (sq_nonneg _)
      by_contra hn
      exact absurd he (not_le_of_gt (mul_pos (not_le.1 hn) (hpos a)))
    have hb0 : b = 0 := norm_eq_zero.1 (pow_eq_zero_iff two_ne_zero |>.1 hb)
    have ha1 : ‖a‖ ^ 2 = 1 := by linarith
    refine ⟨a, ?_, by simp [hb0]⟩
    rw [← Real.sqrt_sq (norm_nonneg a), ha1, Real.sqrt_one]
  · rintro ⟨c, hc, rfl⟩
    have hx : c • e = c • e + (0 : ℂ) • y := by simp
    have h0 : ‖c‖ ^ 2 + ‖(0 : ℂ)‖ ^ 2 = 1 := by simp [hc]
    rw [hx]
    refine ⟨⟨Submodule.mem_span_pair.2 ⟨c, 0, rfl⟩, (h.unit_iff c 0).2 h0⟩, ?_⟩
    rintro z ⟨hz, hu⟩
    obtain ⟨a, b, rfl⟩ := Submodule.mem_span_pair.1 hz
    rw [h.variance_eq h0, h.variance_eq ((h.unit_iff a b).1 hu), norm_zero]
    nlinarith [mul_nonneg (sq_nonneg ‖b‖) (hpos a).le]

/-- The three-level Hamiltonian `diag(0, 2, 5)`. -/
def H3 : Matrix (Fin 3) (Fin 3) ℂ := !![0, 0, 0; 0, 2, 0; 0, 0, 5]

/-- The basis vector `(0, 1, 0)`. -/
def e3 : Fin 3 → ℂ := ![0, 1, 0]

/-- The superposition `(2, 0, 1)/√5`. -/
def y3 : Fin 3 → ℂ := (((Real.sqrt 5)⁻¹ : ℝ) : ℂ) • ![2, 0, 1]

/-- A quadratic form at `(2, 0, 1)/√5` is one fifth of its value at `(2, 0, 1)`. -/
theorem y3_form (A : Matrix (Fin 3) (Fin 3) ℂ) :
    star y3 ⬝ᵥ A *ᵥ y3 = (1 / 5) * (star ![2, 0, 1] ⬝ᵥ A *ᵥ ![2, 0, 1]) := by
  have hs : (((Real.sqrt 5)⁻¹ : ℝ) : ℂ) * (((Real.sqrt 5)⁻¹ : ℝ) : ℂ) = 1 / 5 := by
    rw [← Complex.ofReal_mul, ← mul_inv, Real.mul_self_sqrt (by norm_num)]
    norm_num
  unfold y3
  rw [Matrix.mulVec_smul, star_smul, smul_dotProduct, dotProduct_smul, smul_smul,
    Complex.star_def, Complex.conj_ofReal, hs, smul_eq_mul]

/-- The vectors `(0, 1, 0)` and `(2, 0, 1)/√5` form a trial pair for `diag(0, 2, 5)`, with
eigenvalue 2. -/
theorem trialPair_witness : TrialPair H3 2 e3 y3 where
  herm := by
    ext i j
    fin_cases i <;> fin_cases j <;> simp [H3]
  eig := by
    ext i
    fin_cases i <;> simp [H3, e3, Matrix.mulVec, dotProduct, Fin.sum_univ_succ]
  unit_e := by simp [e3, dotProduct, Fin.sum_univ_succ]
  unit_y := by
    have h := y3_form 1
    rw [Matrix.one_mulVec, Matrix.one_mulVec] at h
    have hw : star ![2, 0, 1] ⬝ᵥ (![2, 0, 1] : Fin 3 → ℂ) = 5 := by
      have h2 : (starRingEnd ℂ) 2 = 2 := Complex.ext (by simp) (by simp)
      norm_num [dotProduct, Fin.sum_univ_succ]
      linear_combination 2 * h2
    rw [h, hw]
    norm_num
  orth := by simp [e3, y3, dotProduct, Fin.sum_univ_succ]

/-- For `diag(0, 2, 5)` on the span of `(0, 1, 0)` and `(2, 0, 1)/√5`, energy is minimised
exactly at phase multiples of the second vector (energy 1, variance 4), and variance exactly
at phase multiples of the first (energy 2, variance 0). -/
theorem energy_and_variance_minimisers_differ :
    (∀ x, Minimises (expectation H3) (Submodule.span ℂ {e3, y3}) x ↔
      ∃ c : ℂ, ‖c‖ = 1 ∧ x = c • y3) ∧
    (∀ x, Minimises (variance H3) (Submodule.span ℂ {e3, y3}) x ↔
      ∃ c : ℂ, ‖c‖ = 1 ∧ x = c • e3) ∧
    expectation H3 y3 = 1 ∧ variance H3 y3 = 4 ∧
    expectation H3 e3 = 2 ∧ variance H3 e3 = 0 := by
  have hsq : H3 * H3 = !![0, 0, 0; 0, 4, 0; 0, 0, 25] := by
    ext i j
    fin_cases i <;> fin_cases j <;>
      norm_num [H3, Matrix.mul_apply, Fin.sum_univ_succ]
  have hw : star ![2, 0, 1] ⬝ᵥ H3 *ᵥ ![2, 0, 1] = 5 := by
    norm_num [H3, Matrix.mulVec, dotProduct, Fin.sum_univ_succ]
  have hw2 : star ![2, 0, 1] ⬝ᵥ (H3 * H3) *ᵥ ![2, 0, 1] = 25 := by
    rw [hsq]
    norm_num [Matrix.mulVec, dotProduct, Fin.sum_univ_succ]
  have hy : expectation H3 y3 = 1 := by
    unfold expectation
    rw [y3_form, hw]
    norm_num
  have hvy : variance H3 y3 = 4 := by
    unfold variance
    rw [hy]
    unfold expectation
    rw [y3_form, hw2]
    norm_num
  have h1 : ‖(1 : ℂ)‖ ^ 2 + ‖(0 : ℂ)‖ ^ 2 = 1 := by simp
  have he := trialPair_witness.energy_eq h1
  have hve := trialPair_witness.variance_eq h1
  simp only [one_smul, zero_smul, add_zero, norm_zero] at he hve
  refine ⟨trialPair_witness.energy_minimisers (by rw [hy]; norm_num),
    trialPair_witness.variance_minimisers (by rw [hvy]; norm_num), hy, hvy, ?_, ?_⟩
  · rw [he]
    ring
  · rw [hve]
    ring

end

end EnergyVarianceMinimisers
```

```lean
#print axioms EnergyVarianceMinimisers.energy_and_variance_minimisers_differ
```

```
'EnergyVarianceMinimisers.energy_and_variance_minimisers_differ' depends on axioms: [propext, Classical.choice, Quot.sound]
```

## From the cross terms to the minimisers

`no_interference` removes the cross terms for any Hermitian matrix that has $e$ as an eigenvector. It is applied three times: to the identity in `unit_iff`, giving the normalisation condition; to $H$ in `energy_eq`; and to $H^2$ in `variance_eq`. The last two substitute $|a|^2=1-|b|^2$ and leave the algebra to `ring`.

In both minimiser theorems, `Submodule.mem_span_pair` supplies the coefficients $a,b$. For the forward direction, a supposed minimiser is compared with $y$ or with $e$. A positive weight on the other vector would contradict minimality, so that coefficient is zero and the remaining one has modulus one. The converse inserts a phase multiple into the formulas and checks the inequality against every trial state.

For the example, `y3_form` extracts the factor $1/5$ from the normalisation of $y$, so that the matrix elements can be evaluated at $(2,0,1)$. `trialPair_witness` verifies the assumptions. The final theorem computes the energy and variance of $y$, which supply the two remaining conditions, and obtains the values at $e$ by setting $a=1$, $b=0$ in the general formulas.
